# Determinant and positive definiteness of the Euclidean oscillator contractions at distinct times

Take a harmonic oscillator of frequency w > 0 (usually written ω) in its ground state, and look at its coordinate at two Euclidean times t₀ ≤ t₁. Measured in units of the equal-time variance, each coordinate has variance 1, and the two have correlation r = exp(−w(t₁ − t₀)). Write q₀ and q₁ for the corresponding Gaussian variables. Then

q₁ = r q₀ + ξ,

where ξ is independent of q₀ and has variance 1 − r². The 2 × 2 covariance matrix has determinant

1·1 − r·r = 1 − exp(−2w(t₁ − t₀)),

which is the variance of the fresh part ξ. It is positive unless the times coincide. For more times, each step adds one such factor.

## The contraction as a decaying exponential

For times t₀, …, tₙ the matrix is

K_ij = exp(−w|t_i − t_j|).

```lean
import Mathlib

open Matrix

namespace EuclideanOscillator

noncomputable section

/-- The Euclidean contraction of the oscillator coordinate at times `s` and `t`, for frequency `w`,
in units of the equal-time variance. -/
def contraction (w s t : ℝ) : ℝ := Real.exp (-w * |s - t|)

/-- The matrix of contractions between all pairs of the given times. -/
def covariance {m : ℕ} (w : ℝ) (t : Fin m → ℝ) : Matrix (Fin m) (Fin m) ℝ :=
  Matrix.of fun i j => contraction w (t i) (t j)
```

Here `contraction` is the two-time correlation, which is called a contraction in Wick's theorem, and `covariance` is K. Its diagonal is 1, so statisticians would call it a correlation matrix. For a particle of mass M the physical covariance is (ħ/(2Mw)) K, and its determinant is (ħ/(2Mw))ⁿ⁺¹ det K.

The exponential enters as a definition. That it is the ground-state Euclidean correlation of an oscillator is the physical input, and it is not derived from a Hamiltonian here. At nonzero temperature the correlation has a different form.

For a single harmonic coordinate at zero temperature, K fixes the joint Gaussian distribution of path-integral positions at finitely many distinct times. Its determinant enters the normalisation, and Wick's theorem builds the higher correlations from its entries.

## At least one time

The times are a function `t : Fin (n + 1) → ℝ`, so there is always a first time, where the whole variance is fresh. Define

D₀ = 1, D_{i+1} = 1 − exp(−2w(t_{i+1} − t_i)),

L_ik = exp(−w(t_i − t_k)) for k ≤ i, and L_ik = 0 otherwise.

When the times are in order and w > 0, L carries a fluctuation forward from time t_k to time t_i, damping it on the way. In Lean, L is `decay` and the numbers D_i are `freshVariance`; `i.castSucc` and `i.succ` are the positions i and i + 1.

```lean
/-- The causal decay matrix: its entry at `i`, `k` is `exp (-w (t i - t k))` if `k ≤ i`, and zero
otherwise. For increasing times and positive `w` this is the factor by which a fluctuation entering
at time `t k` is damped by time `t i`. -/
def decay {m : ℕ} (w : ℝ) (t : Fin m → ℝ) : Matrix (Fin m) (Fin m) ℝ :=
  Matrix.of fun i k => if k ≤ i then Real.exp (-w * (t i - t k)) else 0

/-- One at the first label, and `1 - exp (-2 w Δt)` after each step `Δt` between successive labels.
For ordered times and positive `w` this is the fresh variance entering at each time. -/
def freshVariance {n : ℕ} (w : ℝ) (t : Fin (n + 1) → ℝ) : Fin (n + 1) → ℝ :=
  Fin.cons (α := fun _ => ℝ) 1
    (fun i : Fin n => 1 - Real.exp (-2 * w * (t i.succ - t i.castSucc)))
```

The fresh variances satisfy

Σ_{k≤j} exp(2w t_k) D_k = exp(2w t_j).

For j = 0 this says exp(2w t₀)·1 = exp(2w t₀), which is where the first time is used. Going from j to j + 1 adds

exp(2w t_{j+1}) D_{j+1} = exp(2w t_{j+1}) − exp(2w t_j),

and the sum telescopes. The Lean proof is the same induction: `split` separates the newest term, and `e` combines the exponentials. Neither the order of the times nor the sign of w matters yet. Without a first time there is no D₀ to start the sum; with only one time, K is the number 1.

```lean
/-- The values of `freshVariance` at the labels `k ≤ j`, weighted by `exp (2 w t k)`, add up to
`exp (2 w t j)`. -/
theorem sum_freshVariance {n : ℕ} (w : ℝ) (t : Fin (n + 1) → ℝ) (j : Fin (n + 1)) :
    ∑ k, (if k ≤ j then Real.exp (2 * w * t k) * freshVariance w t k else 0)
      = Real.exp (2 * w * t j) := by
  induction j using Fin.induction with
  | zero =>
    rw [Finset.sum_eq_single 0]
    · simp [freshVariance]
    · intro k _ hk
      exact if_neg (fun h => hk (le_antisymm h (Fin.zero_le k)))
    · simp
  | succ j ih =>
    -- separate the newest term from the earlier ones
    have split : ∀ k : Fin (n + 1),
        (if k ≤ j.succ then Real.exp (2 * w * t k) * freshVariance w t k else 0)
        = (if k ≤ j.castSucc then Real.exp (2 * w * t k) * freshVariance w t k else 0)
          + (if k = j.succ then Real.exp (2 * w * t k) * freshVariance w t k else 0) := by
      intro k
      have key : k ≤ j.castSucc ↔ k < j.succ :=
        (Nat.lt_succ_iff (m := k.val) (n := j.val)).symm
      rcases lt_trichotomy k j.succ with h | h | h
      · rw [if_pos h.le, if_pos (key.mpr h), if_neg h.ne, add_zero]
      · rw [if_pos h.le, if_neg (fun h' => (key.mp h').ne h), if_pos h, zero_add]
      · rw [if_neg (not_le_of_gt h), if_neg (fun h' => lt_asymm h (key.mp h')),
          if_neg h.ne', add_zero]
    rw [Finset.sum_congr rfl (fun k _ => split k), Finset.sum_add_distrib, ih,
      Finset.sum_ite_eq', if_pos (Finset.mem_univ _)]
    have hv : freshVariance w t j.succ
        = 1 - Real.exp (-2 * w * (t j.succ - t j.castSucc)) := by simp [freshVariance]
    have e : Real.exp (2 * w * t j.succ) * Real.exp (-2 * w * (t j.succ - t j.castSucc))
        = Real.exp (2 * w * t j.castSucc) := by
      rw [← Real.exp_add]
      congr 1
      ring
    rw [hv]
    linear_combination -e
```

## Times in order

`Monotone t` means t₀ ≤ t₁ ≤ … ≤ tₙ, with equal times allowed. Physically, the labels follow the direction in which fluctuations are propagated. Let D be the diagonal matrix with entries D₀, …, Dₙ. By hand,

(L D Lᵀ)_ij = Σ_{k≤min(i,j)} exp(−w(t_i − t_k)) D_k exp(−w(t_j − t_k))

= exp(−w(t_i + t_j)) exp(2w t_{min(i,j)}).

For i ≤ j this equals exp(−w(t_j − t_i)). Order is needed only now, to identify t_j − t_i with |t_i − t_j|. The case j ≤ i is the same with i and j exchanged, so K = L D Lᵀ.

In the proof, `term` extracts the common exponential, the telescoped sum is inserted, and `ht h` settles the absolute value in each of the two cases.

```lean
/-- For ordered times the covariance is the product of the decay matrix, the diagonal matrix of
`freshVariance`, and the transpose of the decay matrix. -/
theorem covariance_eq {n : ℕ} (w : ℝ) {t : Fin (n + 1) → ℝ} (ht : Monotone t) :
    covariance w t = decay w t * diagonal (freshVariance w t) * (decay w t)ᵀ := by
  ext i j
  rw [Matrix.mul_apply]
  simp only [Matrix.mul_diagonal, Matrix.transpose_apply]
  -- only labels `k ≤ min i j` contribute
  have term : ∀ k, decay w t i k * freshVariance w t k * decay w t j k
      = Real.exp (-w * (t i + t j)) *
        (if k ≤ min i j then Real.exp (2 * w * t k) * freshVariance w t k else 0) := by
    intro k
    simp only [decay, Matrix.of_apply, le_min_iff]
    by_cases hi : k ≤ i
    · by_cases hj : k ≤ j
      · rw [if_pos hi, if_pos hj, if_pos ⟨hi, hj⟩]
        have e : Real.exp (-w * (t i - t k)) * Real.exp (-w * (t j - t k))
            = Real.exp (-w * (t i + t j)) * Real.exp (2 * w * t k) := by
          rw [← Real.exp_add, ← Real.exp_add]
          congr 1
          ring
        linear_combination freshVariance w t k * e
      · simp [hj]
    · simp [hi]
  rw [Finset.sum_congr rfl (fun k _ => term k), ← Finset.mul_sum, sum_freshVariance,
    ← Real.exp_add]
  simp only [covariance, contraction, Matrix.of_apply]
  rcases le_total i j with h | h
  · rw [min_eq_left h, abs_of_nonpos (sub_nonpos.mpr (ht h))]
    congr 1
    ring
  · rw [min_eq_right h, abs_of_nonneg (sub_nonneg.mpr (ht h))]
    congr 1
    ring
```

L is lower triangular with diagonal entries exp(0) = 1, so det L = 1.

```lean
/-- The causal decay matrix has determinant one. -/
theorem det_decay {m : ℕ} (w : ℝ) (t : Fin m → ℝ) : (decay w t).det = 1 := by
  rw [Matrix.det_of_isLowerTriangular]
  · simp [decay]
  · intro i j hij
    have h : i < j := hij
    exact if_neg (not_le_of_gt h)
```

Hence

det K = det L · det D · det Lᵀ = D₀ D₁ ⋯ Dₙ = Π_{i<n} (1 − exp(−2w(t_{i+1} − t_i))).

`det_covariance` states this for every real w. Its proof multiplies the determinants and splits off D₀ = 1 with `Fin.prod_univ_succ`; for n = 0 the product is empty and equals 1.

Distinctness of the times would not be enough for this formula. If w > 0 and t₀ > t₁ are the only two times, the right-hand side is negative, while det K = 1 − exp(−2w(t₀ − t₁)) is positive.

```lean
/-- For ordered times the determinant of the Euclidean contractions is the product of
`1 - exp (-2 w Δt)` over the successive time steps `Δt`. -/
theorem det_covariance {n : ℕ} (w : ℝ) {t : Fin (n + 1) → ℝ} (ht : Monotone t) :
    (covariance w t).det
      = ∏ i : Fin n, (1 - Real.exp (-2 * w * (t i.succ - t i.castSucc))) := by
  rw [covariance_eq w ht, Matrix.det_mul, Matrix.det_mul, Matrix.det_transpose, det_decay,
    Matrix.det_diagonal, Fin.prod_univ_succ]
  simp [freshVariance]
```

## Positive frequency

The condition `0 < w` says that correlations decay with Euclidean separation, at a rate set by the level spacing ħw. By hand it is used once: if t_{i+1} > t_i, then −2w(t_{i+1} − t_i) < 0, the exponential is below 1, and D_{i+1} > 0. The lemma makes the same case distinction between the first time and the later ones, and `nlinarith` supplies the negative exponent.

Allowing w = 0 already breaks positivity when there are two or more times: every entry of K is then 1, and the determinant vanishes. For w < 0 and two distinct times the determinant is negative.

```lean
/-- For positive frequency and strictly increasing times every fresh variance is positive. -/
theorem freshVariance_pos {n : ℕ} {w : ℝ} (hw : 0 < w) {t : Fin (n + 1) → ℝ}
    (ht : StrictMono t) (k : Fin (n + 1)) : 0 < freshVariance w t k := by
  refine Fin.cases ?_ (fun i => ?_) k
  · simp [freshVariance]
  · have hlt : i.castSucc < i.succ := Nat.lt_succ_self i.val
    have hneg : -2 * w * (t i.succ - t i.castSucc) < 0 := by
      nlinarith [mul_pos hw (sub_pos.mpr (ht hlt))]
    exact sub_pos.mpr (Real.exp_lt_one_iff.mpr hneg)
```

## Distinct times and a nonzero combination

`Function.Injective t` says that no two times coincide; they may come in any order. The vector x holds real coefficients of a combination Σ x_i q_i, whose variance is xᵀKx, written `x ⬝ᵥ covariance w t *ᵥ x`. The condition `x ≠ 0` excludes the empty combination, which has variance zero.

For increasing times, put z = Lᵀx. Then

xᵀKx = Σ_k D_k z_k².

Since det L = 1, x ≠ 0 gives z ≠ 0. All D_k are positive because w > 0 and the times are distinct, so the sum is positive. For another order, sort the times and permute the coefficients in the same way; the double sum xᵀKx does not change.

The Lean proof handles increasing times in `ordered`, sorts with `Tuple.sort`, and proves the invariance under relabelling in `e`.

```lean
/-- For positive frequency and pairwise distinct times, in any order, every nonzero real
combination of the coordinates at these times has positive variance. -/
theorem covariance_quadratic_pos {n : ℕ} {w : ℝ} (hw : 0 < w) {t : Fin (n + 1) → ℝ}
    (ht : Function.Injective t) {x : Fin (n + 1) → ℝ} (hx : x ≠ 0) :
    0 < x ⬝ᵥ covariance w t *ᵥ x := by
  -- ordered times: a sum of squares weighted by the fresh variances
  have ordered : ∀ s y : Fin (n + 1) → ℝ, StrictMono s → y ≠ 0 →
      0 < y ⬝ᵥ covariance w s *ᵥ y := by
    intro s y hs hy
    have hz : (decay w s)ᵀ *ᵥ y ≠ 0 := fun h =>
      hy (Matrix.eq_zero_of_mulVec_eq_zero (by simp [det_decay]) h)
    rw [covariance_eq w hs.monotone, ← Matrix.mulVec_mulVec, ← Matrix.mulVec_mulVec,
      Matrix.dotProduct_mulVec, ← Matrix.mulVec_transpose]
    generalize (decay w s)ᵀ *ᵥ y = z at hz ⊢
    obtain ⟨k, hk⟩ := Function.ne_iff.mp hz
    have hk' : z k ≠ 0 := hk
    have sq : z ⬝ᵥ diagonal (freshVariance w s) *ᵥ z
        = ∑ i, freshVariance w s i * z i ^ 2 := by
      simp only [dotProduct, Matrix.mulVec_diagonal]
      exact Finset.sum_congr rfl (fun i _ => by ring)
    rw [sq]
    exact Finset.sum_pos'
      (fun i _ => mul_nonneg (freshVariance_pos hw hs i).le (sq_nonneg _))
      ⟨k, Finset.mem_univ k, mul_pos (freshVariance_pos hw hs k) (by positivity)⟩
  -- any order: sort the times and relabel the coefficients
  let σ := Tuple.sort t
  have hs : StrictMono (t ∘ σ) :=
    (Tuple.monotone_sort t).strictMono_of_injective (ht.comp σ.injective)
  have hne : x ∘ σ ≠ 0 := fun h => hx (funext fun i => by
    have h' := congrFun h (σ.symm i)
    simpa using h')
  have e : (x ∘ σ) ⬝ᵥ covariance w (t ∘ σ) *ᵥ (x ∘ σ) = x ⬝ᵥ covariance w t *ᵥ x := by
    simp only [dotProduct, Matrix.mulVec]
    refine Eq.trans ?_ (Equiv.sum_comp σ (fun i => x i * ∑ j, covariance w t i j * x j))
    refine Finset.sum_congr rfl fun i _ => ?_
    exact congrArg (x (σ i) * ·) (Equiv.sum_comp σ (fun j => covariance w t (σ i) j * x j))
  rw [← e]
  exact ordered _ _ hs hne
```

If t_i = t_j for two different labels, the combination q_i − q_j has variance 1 + 1 − 2 = 0, and rows i and j of K are equal, so det K = 0. Conversely, for distinct times, sorting permutes rows and columns together and leaves the determinant unchanged, and the product formula then has only positive factors. So for w > 0 the determinant is positive exactly when the times are distinct. The two branches of the proof are these two arguments.

```lean
/-- For positive frequency the determinant of the Euclidean contractions is positive exactly
when the times are pairwise distinct. -/
theorem det_covariance_pos_iff {n : ℕ} {w : ℝ} (hw : 0 < w) (t : Fin (n + 1) → ℝ) :
    0 < (covariance w t).det ↔ Function.Injective t := by
  constructor
  · -- coincident times give two equal rows
    intro h i j hij
    by_contra hne
    refine h.ne' (Matrix.det_zero_of_row_eq hne ?_)
    funext k
    simp only [covariance, Matrix.of_apply, hij]
  · intro ht
    let σ := Tuple.sort t
    have hs : StrictMono (t ∘ σ) :=
      (Tuple.monotone_sort t).strictMono_of_injective (ht.comp σ.injective)
    have e : (covariance w (t ∘ σ)).det = (covariance w t).det :=
      Matrix.det_submatrix_equiv_self σ (covariance w t)
    rw [← e, det_covariance w hs.monotone]
    exact Finset.prod_pos (fun i _ => freshVariance_pos hw hs i.succ)

end

end EuclideanOscillator
```

```lean
#print axioms EuclideanOscillator.covariance_quadratic_pos
#print axioms EuclideanOscillator.det_covariance_pos_iff
```

```
'EuclideanOscillator.covariance_quadratic_pos' depends on axioms: [propext, Classical.choice, Quot.sound]
'EuclideanOscillator.det_covariance_pos_iff' depends on axioms: [propext, Classical.choice, Quot.sound]
```
